# Motion lowers ⟨Σ_z⟩ and ⟨βΣ_z⟩, averaged over orthogonal momenta, in a massive free Dirac electron built on spin up

A four-component program can accumulate the \(z\) component of a spin density from its orbitals by placing \(\Sigma_z\) or \(\beta\Sigma_z\) between each orbital and its adjoint. The two choices agree for an electron at rest and generally differ for a moving one. For a single non-interacting plane wave of mass \(m>0\) and momentum \(k\), with energy \(E=\sqrt{k^2+m^2}\), spin-up upper components and a four-component amplitude \(u\) normalised to \(u^\dagger u=1\), the values are

\[
\langle\Sigma_z\rangle=1-\frac{k_0^2+k_1^2}{E(E+m)},\qquad
\langle\beta\Sigma_z\rangle=1-\frac{k_2^2}{E(E+m)} .
\]

The indices 0, 1, 2 stand for \(x, y, z\), as in the code, and \(c=\hbar=1\). Averaged over three orthogonal momenta of equal length, the values become \((E+2m)/(3E)\) and \((2E+m)/(3E)\). Both are below one if the length is not zero.

## A positive-energy plane wave with spin-up upper components

The first assumption is the state itself, and it sits in the definitions:

\[
u=\sqrt{\frac{E+m}{2E}}\begin{pmatrix}\chi_\uparrow\\[2pt] \dfrac{\sigma\cdot k}{E+m}\,\chi_\uparrow\end{pmatrix},\qquad
\chi_\uparrow=\begin{pmatrix}1\\0\end{pmatrix}.
\]

```lean
import Mathlib

open Matrix

namespace RelativisticElectronGasSpin

noncomputable section
```

Momentum is a real vector `k : Fin 3 → ℝ`, and the energy is the positive root.

```lean
/-- The relativistic energy `E = √(k² + m²)` of a free electron, in units with `c = ħ = 1`. -/
def energy (m : ℝ) (k : Fin 3 → ℝ) : ℝ :=
  √(k 0 ^ 2 + k 1 ^ 2 + k 2 ^ 2 + m ^ 2)

/-- The matrix `σ·k` acting on two-component spinors. -/
def sigmaDot (k : Fin 3 → ℝ) : Matrix (Fin 2) (Fin 2) ℂ :=
  !![(k 2 : ℂ), (k 0 : ℂ) - (k 1 : ℂ) * Complex.I;
     (k 0 : ℂ) + (k 1 : ℂ) * Complex.I, -(k 2 : ℂ)]

/-- The two-component spinor with spin up along `z`. -/
def spinUp : Fin 2 → ℂ := ![1, 0]

/-- The prefactor `√((E + m) / 2E)` of the free spinor, for `m > 0`. -/
def amplitude (m : ℝ) (k : Fin 3 → ℝ) : ℝ :=
  √((energy m k + m) / (2 * energy m k))
```

The index type `Fin 2 ⊕ Fin 2` separates upper components (`Sum.inl`) from lower ones (`Sum.inr`).

```lean
/-- The free spinor `√((E + m) / 2E) (χ↑, σ·k χ↑ / (E + m))`, for `m > 0`. -/
def freeSpinor (m : ℝ) (k : Fin 3 → ℝ) : Fin 2 ⊕ Fin 2 → ℂ :=
  (amplitude m k : ℂ) •
    Sum.elim spinUp ((((energy m k + m)⁻¹ : ℝ) : ℂ) • (sigmaDot k *ᵥ spinUp))
```

The operators are written in the standard Dirac representation. There is no factor of one half in \(\Sigma_z\), so its eigenvalues are \(\pm1\).

```lean
/-- The Pauli matrix `σ_z`. -/
def pauliZ : Matrix (Fin 2) (Fin 2) ℂ := !![1, 0; 0, -1]

/-- The four-component spin matrix `Σ_z`, with `σ_z` in both diagonal blocks. -/
def SigmaZ : Matrix (Fin 2 ⊕ Fin 2) (Fin 2 ⊕ Fin 2) ℂ :=
  fromBlocks pauliZ 0 0 pauliZ

/-- The Dirac matrix `β`, which is `1` on upper and `-1` on lower components. -/
def beta : Matrix (Fin 2 ⊕ Fin 2) (Fin 2 ⊕ Fin 2) ℂ :=
  fromBlocks 1 0 0 (-1)
```

An expectation value is the real part of \(u^\dagger A u\). This loses nothing here, because both operators are Hermitian.

```lean
/-- The real part of `u† A u`. -/
def expect (A : Matrix (Fin 2 ⊕ Fin 2) (Fin 2 ⊕ Fin 2) ℂ) (u : Fin 2 ⊕ Fin 2 → ℂ) : ℝ :=
  (star u ⬝ᵥ (A *ᵥ u)).re
```

By hand, the choice of \(\chi_\uparrow\) enters through \(\sigma\cdot k\,\chi_\uparrow=(k_2,\;k_0+ik_1)\). Write \(a_0,a_1\) for the densities of the upper components and \(b_0,b_1\) for those of the lower ones. Then

\[
a_0=\frac{E+m}{2E},\quad a_1=0,\quad b_0=\frac{k_2^2}{2E(E+m)},\quad b_1=\frac{k_0^2+k_1^2}{2E(E+m)} .
\]

With an upper spinor that is not a multiple of \(\chi_\uparrow\), \(a_1\) is not zero and the formulas change. Starting from spin down, for instance, reverses the sign of both expectation values. Negative-energy states, interactions and the filling of a Fermi sea are not treated.

## Positive mass

The hypothesis `hm : 0 < m` says that the electron has a rest mass. It makes \(E\) and \(E+m\) positive even at \(k=0\), so every division above is legitimate. The relation \(k^2=E^2-m^2=(E-m)(E+m)\) then allows a factor \(E+m\) to be cancelled. `energy_shell` supplies both facts, with the relation solved for \(k_2^2\).

```lean
/-- For `m > 0` the energy is positive and satisfies `k_z² = (E - m)(E + m) - k_x² - k_y²`. -/
theorem energy_shell {m : ℝ} (hm : 0 < m) (k : Fin 3 → ℝ) :
    0 < energy m k ∧
      k 2 ^ 2 = (energy m k - m) * (energy m k + m) - k 0 ^ 2 - k 1 ^ 2 := by
  have h : energy m k ^ 2 = k 0 ^ 2 + k 1 ^ 2 + k 2 ^ 2 + m ^ 2 :=
    Real.sq_sqrt (by positivity)
  exact ⟨Real.sqrt_pos.2 (by positivity), by linear_combination -h⟩
```

The next theorem establishes the four densities. Its steps `h0` to `h3` evaluate the components, `hN` squares the prefactor, and `field_simp` cancels one factor of \(E+m\).

```lean
/-- The densities of the four components of the free spinor, for `m > 0`. -/
theorem component_densities {m : ℝ} (hm : 0 < m) (k : Fin 3 → ℝ) :
    Complex.normSq (freeSpinor m k (Sum.inl 0)) = (energy m k + m) / (2 * energy m k) ∧
    Complex.normSq (freeSpinor m k (Sum.inl 1)) = 0 ∧
    Complex.normSq (freeSpinor m k (Sum.inr 0)) =
      k 2 ^ 2 / (2 * energy m k * (energy m k + m)) ∧
    Complex.normSq (freeSpinor m k (Sum.inr 1)) =
      (k 0 ^ 2 + k 1 ^ 2) / (2 * energy m k * (energy m k + m)) := by
  have hE := (energy_shell hm k).1
  have hN : amplitude m k * amplitude m k = (energy m k + m) / (2 * energy m k) :=
    Real.mul_self_sqrt (by positivity)
  have h0 : freeSpinor m k (Sum.inl 0) = (amplitude m k : ℂ) := by
    simp [freeSpinor, spinUp]
  have h1 : freeSpinor m k (Sum.inl 1) = 0 := by
    simp [freeSpinor, spinUp]
  have h2 : freeSpinor m k (Sum.inr 0) =
      (amplitude m k : ℂ) * ((((energy m k + m)⁻¹ : ℝ) : ℂ) * (k 2 : ℂ)) := by
    simp [freeSpinor, spinUp, sigmaDot]
  have h3 : freeSpinor m k (Sum.inr 1) =
      (amplitude m k : ℂ) * ((((energy m k + m)⁻¹ : ℝ) : ℂ) *
        ((k 0 : ℂ) + (k 1 : ℂ) * Complex.I)) := by
    simp [freeSpinor, spinUp, sigmaDot]
  refine ⟨?_, ?_, ?_, ?_⟩
  · rw [h0, Complex.normSq_ofReal, hN]
  · rw [h1, Complex.normSq_zero]
  · rw [h2, Complex.normSq_mul, Complex.normSq_mul, Complex.normSq_ofReal,
      Complex.normSq_ofReal, Complex.normSq_ofReal, hN]
    field_simp
  · rw [h3, Complex.normSq_mul, Complex.normSq_mul, Complex.normSq_ofReal,
      Complex.normSq_ofReal, Complex.normSq_add_mul_I, hN]
    field_simp
```

The sum of the densities is

\[
a_0+a_1+b_0+b_1=\frac{(E+m)^2+k^2}{2E(E+m)}=\frac{(E+m)+(E-m)}{2E}=1 .
\]

In the proof, `h` writes \(u^\dagger u\) as this sum for any spinor. The densities and the energy relation are then substituted, and `field_simp` and `ring` carry out the algebra.

```lean
/-- For `m > 0` the free spinor is normalised to one. -/
theorem freeSpinor_normalised {m : ℝ} (hm : 0 < m) (k : Fin 3 → ℝ) :
    expect 1 (freeSpinor m k) = 1 := by
  have h : ∀ u, expect 1 u = Complex.normSq (u (Sum.inl 0)) + Complex.normSq (u (Sum.inl 1))
      + Complex.normSq (u (Sum.inr 0)) + Complex.normSq (u (Sum.inr 1)) := by
    intro u
    simp [expect, dotProduct, Fintype.sum_sum_type, Fin.sum_univ_two, Complex.normSq_apply]
    ring
  obtain ⟨hE, hk⟩ := energy_shell hm k
  obtain ⟨d0, d1, d2, d3⟩ := component_densities hm k
  rw [h, d0, d1, d2, d3, hk]
  field_simp
  ring
```

\(\Sigma_z\) counts the second component of each block negatively. Using the normalisation and \(a_1=0\),

\[
\langle\Sigma_z\rangle=a_0-a_1+b_0-b_1=1-2b_1=1-\frac{k_0^2+k_1^2}{E(E+m)} .
\]

```lean
/-- For `m > 0`, `⟨Σ_z⟩ = 1 - (k_x² + k_y²) / (E (E + m))` in the free spinor. -/
theorem expect_SigmaZ {m : ℝ} (hm : 0 < m) (k : Fin 3 → ℝ) :
    expect SigmaZ (freeSpinor m k) =
      1 - (k 0 ^ 2 + k 1 ^ 2) / (energy m k * (energy m k + m)) := by
  have h : ∀ u, expect SigmaZ u = Complex.normSq (u (Sum.inl 0))
      - Complex.normSq (u (Sum.inl 1))
      + Complex.normSq (u (Sum.inr 0)) - Complex.normSq (u (Sum.inr 1)) := by
    intro u
    simp [expect, SigmaZ, pauliZ, Matrix.mulVec, dotProduct, Fintype.sum_sum_type,
      Fin.sum_univ_two, Complex.normSq_apply]
    ring
  obtain ⟨hE, hk⟩ := energy_shell hm k
  obtain ⟨d0, d1, d2, d3⟩ := component_densities hm k
  rw [h, d0, d1, d2, d3, hk]
  field_simp
  ring
```

The matrix \(\beta\) reverses the sign of the lower block, so that

\[
\langle\beta\Sigma_z\rangle=a_0-a_1-b_0+b_1=1-2b_0=1-\frac{k_2^2}{E(E+m)} .
\]

In both proofs `h` is the signed sum of densities, and the rest runs as for the normalisation.

```lean
/-- For `m > 0`, `⟨β Σ_z⟩ = 1 - k_z² / (E (E + m))` in the free spinor. -/
theorem expect_beta_SigmaZ {m : ℝ} (hm : 0 < m) (k : Fin 3 → ℝ) :
    expect (beta * SigmaZ) (freeSpinor m k) =
      1 - k 2 ^ 2 / (energy m k * (energy m k + m)) := by
  have hb : beta * SigmaZ = fromBlocks pauliZ 0 0 (-pauliZ) := by
    simp [beta, SigmaZ, fromBlocks_multiply]
  -- the lower components enter with the opposite sign
  have h : ∀ u, expect (beta * SigmaZ) u = Complex.normSq (u (Sum.inl 0))
      - Complex.normSq (u (Sum.inl 1))
      - Complex.normSq (u (Sum.inr 0)) + Complex.normSq (u (Sum.inr 1)) := by
    intro u
    rw [hb]
    simp [expect, pauliZ, Matrix.mulVec, dotProduct, Fintype.sum_sum_type,
      Fin.sum_univ_two, Complex.normSq_apply]
    ring
  obtain ⟨hE, hk⟩ := energy_shell hm k
  obtain ⟨d0, d1, d2, d3⟩ := component_densities hm k
  rw [h, d0, d1, d2, d3, hk]
  field_simp
  ring
```

Adding the two results removes the dependence on direction:

\[
\langle\Sigma_z\rangle+\langle\beta\Sigma_z\rangle=2-\frac{k^2}{E(E+m)}=2-\frac{E-m}{E}=1+\frac mE .
\]

```lean
/-- For `m > 0`, `⟨Σ_z⟩ + ⟨β Σ_z⟩ = 1 + m / E` for every momentum. -/
theorem spin_sum_rule {m : ℝ} (hm : 0 < m) (k : Fin 3 → ℝ) :
    expect SigmaZ (freeSpinor m k) + expect (beta * SigmaZ) (freeSpinor m k) =
      1 + m / energy m k := by
  obtain ⟨hE, hk⟩ := energy_shell hm k
  rw [expect_SigmaZ hm, expect_beta_SigmaZ hm, hk]
  field_simp
  ring
```

The first formula also shows when \(\Sigma_z\) keeps its rest value. Since \(E(E+m)\) is not zero, \(\langle\Sigma_z\rangle=1\) forces \(k_0^2+k_1^2=0\), and hence \(k_0=k_1=0\). The momentum is then along \(z\), in either sense, or zero.

```lean
/-- For `m > 0`, `⟨Σ_z⟩ = 1` exactly when the momentum has no component transverse to `z`. -/
theorem expect_SigmaZ_eq_one_iff {m : ℝ} (hm : 0 < m) (k : Fin 3 → ℝ) :
    expect SigmaZ (freeSpinor m k) = 1 ↔ k 0 = 0 ∧ k 1 = 0 := by
  have hE := (energy_shell hm k).1
  have hD : energy m k * (energy m k + m) ≠ 0 := by positivity
  rw [expect_SigmaZ hm]
  constructor
  · intro h
    have hq : (k 0 ^ 2 + k 1 ^ 2) / (energy m k * (energy m k + m)) = 0 := by linarith
    have hs : k 0 ^ 2 + k 1 ^ 2 = 0 := (div_eq_zero_iff.1 hq).resolve_right hD
    exact ⟨pow_eq_zero_iff two_ne_zero |>.1 (by nlinarith [sq_nonneg (k 0), sq_nonneg (k 1)]),
      pow_eq_zero_iff two_ne_zero |>.1 (by nlinarith [sq_nonneg (k 0), sq_nonneg (k 1)])⟩
  · rintro ⟨h0, h1⟩
    simp [h0, h1]
```

For \(m=0\) and \(k\neq0\) the derivation by hand still works, because \(E=|k|\) is positive. It fails at \(m=0\), \(k=0\), where the spinor is undefined; Lean's convention for division by zero turns it into the zero vector there, which is not normalised.

## Three orthogonal momenta of one length

The average is taken over momenta \(\kappa R_i\), where \(R_i\) is row \(i\) of a real \(3\times3\) matrix \(R\). The hypothesis `hR : R * Rᵀ = 1` says that the rows are orthogonal unit vectors, so the momenta are mutually perpendicular and share the length \(|\kappa|\). The hypothesis `hE` identifies the number \(E\) with their common energy \(\sqrt{\kappa^2+m^2}\).

The hypothesis `hR` is used twice. Unit rows give every momentum the same energy. The last column is also a unit vector, so \(\sum_i R_{i2}^2=1\). With \(\kappa^2=(E-m)(E+m)\), the formula for \(\beta\Sigma_z\) and the sum rule give, for each \(i\),

\[
\langle\beta\Sigma_z\rangle_i=1-\frac{(E-m)R_{i2}^2}{E},\qquad
\langle\Sigma_z\rangle_i=\frac mE+\frac{(E-m)R_{i2}^2}{E} .
\]

Summing over \(i\) and dividing by three yields

\[
1-\frac{E-m}{3E}=\frac{2E+m}{3E},\qquad
\frac mE+\frac{E-m}{3E}=\frac{E+2m}{3E} .
\]

It is easy to go wrong by reading the column condition directly from \(RR^{T}=1\), whose diagonal entries speak only about rows. The column condition comes from \(R^{T}R=1\), which follows because \(R\) is square. In the proof, `hen` handles the rows, and `hcol` obtains the column through `mul_eq_one_comm`. The steps `hb` and `hs` are the two displayed formulas for a single momentum.

```lean
/-- For `m > 0`, averaging over three mutually orthogonal momenta of common length `|κ|` gives
`(E + 2m) / 3E` for `Σ_z` and `(2E + m) / 3E` for `β Σ_z`, where `E = √(κ² + m²)`. -/
theorem triad_average {m κ E : ℝ} (hm : 0 < m) (hE : E = √(κ ^ 2 + m ^ 2))
    (R : Matrix (Fin 3) (Fin 3) ℝ) (hR : R * Rᵀ = 1) :
    (∑ i, expect SigmaZ (freeSpinor m (κ • R i))) / 3 = (E + 2 * m) / (3 * E) ∧
    (∑ i, expect (beta * SigmaZ) (freeSpinor m (κ • R i))) / 3 = (2 * E + m) / (3 * E) := by
  have hpos : 0 < E := by rw [hE]; exact Real.sqrt_pos.2 (by positivity)
  have hsq : E ^ 2 = κ ^ 2 + m ^ 2 := by rw [hE]; exact Real.sq_sqrt (by positivity)
  have hκ : κ ^ 2 = (E - m) * (E + m) := by linear_combination -hsq
  -- unit rows: all three momenta have the same energy
  have hen : ∀ i, energy m (κ • R i) = E := by
    intro i
    have h := congrArg (fun M : Matrix (Fin 3) (Fin 3) ℝ => M i i) hR
    simp only [Matrix.mul_apply, Fin.sum_univ_three, Matrix.transpose_apply,
      Matrix.one_apply_eq] at h
    rw [hE]
    simp only [energy, Pi.smul_apply, smul_eq_mul]
    congr 1
    linear_combination κ ^ 2 * h
  -- unit third column: the squares of its entries add up to one
  have hcol : R 2 2 ^ 2 = 1 - R 0 2 ^ 2 - R 1 2 ^ 2 := by
    have h := congrArg (fun M : Matrix (Fin 3) (Fin 3) ℝ => M 2 2) (mul_eq_one_comm.1 hR)
    simp only [Matrix.mul_apply, Fin.sum_univ_three, Matrix.transpose_apply,
      Matrix.one_apply_eq] at h
    linear_combination h
  have hb : ∀ i, expect (beta * SigmaZ) (freeSpinor m (κ • R i)) =
      1 - (E - m) * R i 2 ^ 2 / E := by
    intro i
    rw [expect_beta_SigmaZ hm, hen]
    simp only [Pi.smul_apply, smul_eq_mul, mul_pow]
    rw [hκ]
    field_simp
  have hs : ∀ i, expect SigmaZ (freeSpinor m (κ • R i)) =
      m / E + (E - m) * R i 2 ^ 2 / E := by
    intro i
    have h := spin_sum_rule hm (κ • R i)
    rw [hb, hen] at h
    linarith
  constructor
  · rw [Fin.sum_univ_three, hs, hs, hs, hcol]
    field_simp
    ring
  · rw [Fin.sum_univ_three, hb, hb, hb, hcol]
    field_simp
    ring
```

Without orthogonality the averages can depend on the chosen directions. If all three momenta point along \(z\), the average of \(\Sigma_z\) is \(1\) and that of \(\beta\Sigma_z\) is \(m/E\).

## Nonzero momentum

The hypothesis `hκ : κ ≠ 0` says that the electron moves. The averages themselves do not need it, but the strict inequalities do. From \(E^2=\kappa^2+m^2>m^2\) and the positivity of \(E\) and \(m\) it follows that \(m<E\), and therefore

\[
E+2m<3E,\qquad 2E+m<3E .
\]

Dividing by \(3E>0\) gives both bounds. In the proof, `hlt` is the inequality \(m<E\), and `div_lt_one` performs the division. The momenta now lie along the coordinate axes: `Pi.single i κ` has the entry \(\kappa\) in position \(i\) and zeros elsewhere. The step `hax` identifies these vectors with the scaled rows of the identity matrix, so the triad result applies with \(R=1\).

```lean
/-- For `m > 0` and `κ ≠ 0`, the averages over momenta `κ` along the three coordinate axes are
`(E + 2m) / 3E` and `(2E + m) / 3E` with `E = √(κ² + m²)`, and both are strictly below one. -/
theorem axis_average {m κ E : ℝ} (hm : 0 < m) (hκ : κ ≠ 0) (hE : E = √(κ ^ 2 + m ^ 2)) :
    (∑ i, expect SigmaZ (freeSpinor m (Pi.single i κ))) / 3 = (E + 2 * m) / (3 * E) ∧
    (∑ i, expect (beta * SigmaZ) (freeSpinor m (Pi.single i κ))) / 3 =
      (2 * E + m) / (3 * E) ∧
    (E + 2 * m) / (3 * E) < 1 ∧ (2 * E + m) / (3 * E) < 1 := by
  have hax : ∀ i : Fin 3, κ • (1 : Matrix (Fin 3) (Fin 3) ℝ) i = Pi.single i κ := by
    intro i
    ext j
    rcases eq_or_ne i j with rfl | hij
    · rw [Pi.smul_apply, Matrix.one_apply_eq, Pi.single_eq_same, smul_eq_mul, mul_one]
    · rw [Pi.smul_apply, Matrix.one_apply_ne hij, Pi.single_eq_of_ne hij.symm, smul_zero]
  have h := triad_average hm hE 1 (by simp)
  simp only [hax] at h
  have hpos : 0 < E := by rw [hE]; exact Real.sqrt_pos.2 (by positivity)
  have hsq : E ^ 2 = κ ^ 2 + m ^ 2 := by rw [hE]; exact Real.sq_sqrt (by positivity)
  have hk : 0 < κ ^ 2 := by positivity
  -- a moving electron has energy above its rest energy
  have hlt : m < E := by nlinarith
  refine ⟨h.1, h.2, ?_, ?_⟩
  · rw [div_lt_one (by positivity)]
    linarith
  · rw [div_lt_one (by positivity)]
    linarith

end

end RelativisticElectronGasSpin
```

At \(\kappa=0\) we have \(E=m\), and both averages equal one.

In a program, the two spin densities are the signed sums \(a_0-a_1+b_0-b_1\) and \(a_0-a_1-b_0+b_1\), accumulated over occupied orbitals. Three normalised free plane waves of positive energy, with spin-up upper components and the same nonzero momentum length, one along each axis, test the signs of \(a_0\), \(b_0\) and \(b_1\): relative to one, the average of \(\Sigma_z\) must fall by \(2(E-m)/(3E)\) and that of \(\beta\Sigma_z\) by half as much. They do not test the sign of \(a_1\), which is zero in all three; a wave built on spin down does. A single wave along \(z\) is a weaker test of the \(\Sigma_z\) routine, because \(b_1\) vanishes there and an error in its sign goes unnoticed.

```lean
#print axioms RelativisticElectronGasSpin.freeSpinor_normalised
-- 'RelativisticElectronGasSpin.freeSpinor_normalised' depends on axioms: [propext, Classical.choice, Quot.sound]
#print axioms RelativisticElectronGasSpin.expect_SigmaZ_eq_one_iff
-- 'RelativisticElectronGasSpin.expect_SigmaZ_eq_one_iff' depends on axioms: [propext, Classical.choice, Quot.sound]
#print axioms RelativisticElectronGasSpin.triad_average
-- 'RelativisticElectronGasSpin.triad_average' depends on axioms: [propext, Classical.choice, Quot.sound]
#print axioms RelativisticElectronGasSpin.axis_average
-- 'RelativisticElectronGasSpin.axis_average' depends on axioms: [propext, Classical.choice, Quot.sound]
```
